# For symmetric positive pair weights and positive compositions, the multicomponent quasichemical equations have exactly one positive solution

In a disordered alloy with several species, neighbouring atoms are generally not paired at random, because exchanging partners can change the energy. The quasichemical approximation gives an ordered nearest-neighbour pair $(i,j)$ the probability $P_{ij}=v_iW_{ij}v_j$. Here $W_{ij}$ is a fixed pair weight, typically the Boltzmann factor $e^{-\varepsilon_{ij}/k_BT}$ of the pair energy $\varepsilon_{ij}$ at temperature $T$, and $v_i$ is an unknown factor for species $i$. The factors must reproduce the composition $c_i$, which gives coupled quadratic equations. Could these equations have several positive solutions, or none at all?

## The equations and their potential

The species form a finite type `n`, of any size.

```lean
import Mathlib

namespace MulticomponentQuasichemical

noncomputable section

variable {n : Type*} [Fintype n]
```

The equations are

$$v_i\sum_j W_{ij}v_j=c_i,\qquad v_i>0 .$$

`IsSolution W c v` states both parts. The composition need not be normalised; when $\sum_i c_i=1$, the $P_{ij}$ are probabilities. The product form of $P_{ij}$ is the approximation itself and is taken as given. Both ends of a pair share one set of factors, so the model describes a phase without sublattice order.

```lean
/-- The quasichemical equations: positive species factors `v` whose products `v i * W i j * v j` sum
over `j` to the composition `c i`. -/
def IsSolution (W : Matrix n n ℝ) (c v : n → ℝ) : Prop :=
  (∀ i, 0 < v i) ∧ ∀ i, v i * ∑ j, W i j * v j = c i
```

The pair energy does not depend on the order in which the two atoms are named, so the weights are taken to be symmetric, $W_{ij}=W_{ji}$. With this symmetry and $x_i=\ln v_i$, the equations are the stationarity conditions of

$$\Phi(x)=\tfrac12\sum_{i,j}W_{ij}e^{x_i+x_j}-\sum_i c_ix_i .$$

```lean
/-- Half the sum of `W i j * exp (x i + x j)` over all `i` and `j`, minus the composition-weighted
sum of the logarithmic species factors `x i`. -/
def potential (W : Matrix n n ℝ) (c x : n → ℝ) : ℝ :=
  ∑ i, ((∑ j, W i j * Real.exp (x i + x j)) / 2 - c i * x i)
```

## A minimum exists

From here on, $W_{ij}=W_{ji}\ge 0$, $W_{ii}>0$ and $c_i>0$. The condition $W_{ii}>0$ means that like neighbours are allowed, at whatever finite energy cost. Strictly positive weights are a special case.

For $a,c>0$ and real $t$, the like-pair term of one species minus its composition term satisfies

$$\tfrac12ae^{2t}-ct\;\ge\;c|t|-\frac{c^2}{a}.$$

If $t\le0$, then $-ct=c|t|$ and the remaining terms have the right sign. If $t\ge0$, then $e^{2t}\ge1+2t+2t^2\ge2t^2$, and the left side minus the right side is at least

$$at^2-2ct+\frac{c^2}{a}=\frac{(at-c)^2}{a}\ge0 .$$

The proof makes the same split with `le_total`.

```lean
/-- The like-pair term of one species minus its composition term is bounded below by a function
growing linearly in the absolute value of its logarithmic factor `t`. -/
theorem like_pair_bound {a c : ℝ} (ha : 0 < a) (hc : 0 < c) (t : ℝ) :
    c * |t| - c ^ 2 / a ≤ a * Real.exp (t + t) / 2 - c * t := by
  have h1 : 0 ≤ c ^ 2 / a := by positivity
  rcases le_total t 0 with ht | ht
  · have h2 : 0 < a * Real.exp (t + t) := by positivity
    rw [abs_of_nonpos ht]
    linarith
  · rw [abs_of_nonneg ht]
    have h2 := Real.quadratic_le_exp_of_nonneg (add_nonneg ht ht)
    have h3 : 2 * t ^ 2 ≤ Real.exp (t + t) := by nlinarith
    have h4 : a * (2 * t ^ 2) ≤ a * Real.exp (t + t) :=
      mul_le_mul_of_nonneg_left h3 ha.le
    have h5 : a * t ^ 2 - 2 * c * t + c ^ 2 / a = (a * t - c) ^ 2 / a := by
      have h : c ^ 2 / a * a = c ^ 2 := div_mul_cancel₀ _ ha.ne'
      rw [eq_div_iff ha.ne']
      linear_combination h
    have h6 : 0 ≤ (a * t - c) ^ 2 / a := by positivity
    linarith
```

Unlike-pair terms are non-negative, so discarding them only lowers $\Phi$. Summing the previous bound over species gives

$$\Phi(x)\ge\sum_i\Big(c_i|x_i|-\frac{c_i^2}{W_{ii}}\Big).$$

```lean
/-- For non-negative pair weights with positive like-pair weights, and a positive composition, the
potential is bounded below by a function growing linearly in the absolute value of every logarithmic
species factor. -/
theorem potential_lower_bound {W : Matrix n n ℝ} {c : n → ℝ}
    (hW : ∀ i j, 0 ≤ W i j) (hd : ∀ i, 0 < W i i) (hc : ∀ i, 0 < c i) (x : n → ℝ) :
    ∑ i, (c i * |x i| - c i ^ 2 / W i i) ≤ potential W c x := by
  unfold potential
  refine Finset.sum_le_sum fun i _ => ?_
  have h1 := like_pair_bound (hd i) (hc i) (x i)
  have h2 : W i i * Real.exp (x i + x i) ≤ ∑ j, W i j * Real.exp (x i + x j) :=
    Finset.single_le_sum (f := fun j => W i j * Real.exp (x i + x j))
      (fun j _ => mul_nonneg (hW i j) (Real.exp_pos _).le) (Finset.mem_univ i)
  linarith
```

If $\Phi(y)\le\Phi(0)$, this bound implies

$$|y_i|\le R_i=\frac1{c_i}\Big(\Phi(0)+\sum_j\frac{c_j^2}{W_{jj}}\Big).$$

Such points lie in a compact box, on which the continuous function $\Phi$ attains a minimum. The origin is in the box, and any point outside has $\Phi>\Phi(0)$, so the minimum is global.

```lean
/-- For non-negative pair weights with positive like-pair weights, and a positive composition, the
potential attains a global minimum. -/
theorem exists_minimizer {W : Matrix n n ℝ} {c : n → ℝ}
    (hW : ∀ i j, 0 ≤ W i j) (hd : ∀ i, 0 < W i i) (hc : ∀ i, 0 < c i) :
    ∃ x, ∀ y, potential W c x ≤ potential W c y := by
  have hb : ∀ (y : n → ℝ) (i : n),
      c i * |y i| ≤ potential W c y + ∑ j, c j ^ 2 / W j j := by
    intro y i
    have h1 := potential_lower_bound hW hd hc y
    rw [Finset.sum_sub_distrib] at h1
    have h2 : c i * |y i| ≤ ∑ j, c j * |y j| :=
      Finset.single_le_sum (f := fun j => c j * |y j|)
        (fun j _ => mul_nonneg (hc j).le (abs_nonneg _)) (Finset.mem_univ i)
    linarith
  -- the sublevel set of the origin lies in a compact box
  obtain ⟨R, hR⟩ : ∃ R : n → ℝ, ∀ i,
      R i = (potential W c 0 + ∑ j, c j ^ 2 / W j j) / c i := ⟨_, fun _ => rfl⟩
  have hbox : IsCompact (Set.univ.pi fun i => Set.Icc (-(R i)) (R i)) :=
    isCompact_univ_pi fun i => isCompact_Icc
  have hmem : ∀ y, potential W c y ≤ potential W c 0 →
      y ∈ Set.univ.pi fun i => Set.Icc (-(R i)) (R i) := by
    intro y hy i _
    have h : |y i| ≤ R i := by
      rw [hR i, le_div_iff₀ (hc i)]
      linarith [hb y i]
    exact abs_le.1 h
  have hcont : Continuous (potential W c) := by
    unfold potential
    fun_prop
  obtain ⟨x, _, hx⟩ := hbox.exists_isMinOn ⟨0, hmem 0 le_rfl⟩ hcont.continuousOn
  refine ⟨x, fun y => ?_⟩
  rcases le_total (potential W c y) (potential W c 0) with h | h
  · exact isMinOn_iff.1 hx y (hmem y h)
  · exact (isMinOn_iff.1 hx 0 (hmem 0 le_rfl)).trans h
```

## The minimum solves the equations

Let $r_i=\sum_jW_{ij}e^{x_i+x_j}-c_i$ be the residual at a minimiser $x$. Moving along $r$ gives

$$\frac{d}{dt}\Phi(x+tr)\Big|_{t=0}
=\tfrac12\sum_{i,j}W_{ij}e^{x_i+x_j}(r_i+r_j)-\sum_ic_ir_i .$$

Since $W_{ij}=W_{ji}$, exchanging the summation indices shows that the $r_i$ and $r_j$ parts of the double sum are equal. The derivative is therefore

$$\sum_ir_i\Big(\sum_jW_{ij}e^{x_i+x_j}-c_i\Big)=\sum_ir_i^2 .$$

It vanishes at a minimum, so every $r_i=0$ and $v_i=e^{x_i}$ is a solution. In the proof, `hF` is the derivative, `hswap` the exchange of indices and `hsq` the vanishing sum of squares.

```lean
/-- For symmetric pair weights, exponentiating a minimiser of the potential gives a solution of the
quasichemical equations. -/
theorem isSolution_of_minimizer {W : Matrix n n ℝ} {c x : n → ℝ}
    (hS : ∀ i j, W i j = W j i) (hx : ∀ y, potential W c x ≤ potential W c y) :
    IsSolution W c (fun i => Real.exp (x i)) := by
  -- move along the residual vector r of the equations
  obtain ⟨r, hr⟩ : ∃ r : n → ℝ, ∀ i,
      r i = ∑ j, W i j * Real.exp (x i + x j) - c i := ⟨_, fun _ => rfl⟩
  have hl : ∀ i, HasDerivAt (fun t : ℝ => x i + t * r i) (r i) 0 := fun i =>
    (((hasDerivAt_id' (0 : ℝ)).mul_const (r i)).const_add (x i)).congr_deriv (one_mul _)
  have hF : HasDerivAt (fun t : ℝ => potential W c (fun i => x i + t * r i))
      (∑ i, ((∑ j, W i j * (Real.exp ((x i + 0 * r i) + (x j + 0 * r j)) * (r i + r j))) / 2
        - c i * r i)) 0 := by
    unfold potential
    refine HasDerivAt.fun_sum fun i _ => ?_
    refine HasDerivAt.fun_sub (HasDerivAt.div_const (HasDerivAt.fun_sum fun j _ => ?_) 2)
      ((hl i).const_mul (c i))
    exact (((hl i).fun_add (hl j)).exp).const_mul (W i j)
  have hmin : IsLocalMin (fun t : ℝ => potential W c (fun i => x i + t * r i)) 0 := by
    refine Filter.Eventually.of_forall fun t => ?_
    have h0 : (fun i => x i + 0 * r i) = x := by funext i; simp
    show potential W c (fun i => x i + 0 * r i) ≤ potential W c (fun i => x i + t * r i)
    rw [h0]
    exact hx _
  have hz := hmin.hasDerivAt_eq_zero hF
  simp only [zero_mul, add_zero] at hz
  have hswap : ∑ i, ∑ j, W i j * Real.exp (x i + x j) * r j
      = ∑ i, ∑ j, W i j * Real.exp (x i + x j) * r i := by
    rw [Finset.sum_comm]
    refine Finset.sum_congr rfl fun i _ => Finset.sum_congr rfl fun j _ => ?_
    rw [hS j i, add_comm (x j) (x i)]
  have hsplit : ∑ i, ((∑ j, W i j * (Real.exp (x i + x j) * (r i + r j))) / 2 - c i * r i)
      = (∑ i, ∑ j, W i j * Real.exp (x i + x j) * r i
        + ∑ i, ∑ j, W i j * Real.exp (x i + x j) * r j) / 2 - ∑ i, c i * r i := by
    rw [← Finset.sum_add_distrib, Finset.sum_div, ← Finset.sum_sub_distrib]
    refine Finset.sum_congr rfl fun i _ => ?_
    rw [← Finset.sum_add_distrib]
    congr 2
    exact Finset.sum_congr rfl fun j _ => by ring
  have hsq : ∑ i, r i * r i = 0 := by
    have h : ∑ i, r i * r i
        = ∑ i, ∑ j, W i j * Real.exp (x i + x j) * r i - ∑ i, c i * r i := by
      rw [← Finset.sum_sub_distrib]
      refine Finset.sum_congr rfl fun i _ => ?_
      rw [← Finset.sum_mul, ← sub_mul, ← hr i]
    linarith
  refine ⟨fun i => Real.exp_pos _, fun i => ?_⟩
  have h0 : r i = 0 := mul_self_eq_zero.1
    ((Finset.sum_eq_zero_iff_of_nonneg fun i _ => mul_self_nonneg (r i)).1 hsq i
      (Finset.mem_univ i))
  have h1 : Real.exp (x i) * ∑ j, W i j * Real.exp (x j)
      = ∑ j, W i j * Real.exp (x i + x j) := by
    rw [Finset.mul_sum]
    exact Finset.sum_congr rfl fun j _ => by rw [Real.exp_add]; ring
  show Real.exp (x i) * ∑ j, W i j * Real.exp (x j) = c i
  linarith [hr i]
```

In a program, the same residual $r$, evaluated at the current $x$ with $v_i=e^{x_i}$, is the gradient to hand to a minimiser working in $x$. The Hessian is $H_{ij}=W_{ij}v_iv_j+\delta_{ij}\sum_kW_{ik}v_iv_k$, with $\delta_{ij}$ the Kronecker delta. It is positive definite under the conditions above, so a Newton step is a descent direction wherever $r\ne0$.

## Two solutions coincide

Let $u$ and $v$ both be solutions, and set $l_i=\ln u_i-\ln v_i$. Subtracting their equations gives

$$\sum_jW_{ij}(u_iu_j-v_iv_j)=0 .$$

Multiply by $l_i$ and sum over $i$. By symmetry the same sum with $l_j$ also vanishes, and adding the two gives

$$\sum_{i,j}W_{ij}(u_iu_j-v_iv_j)\big(\ln u_iu_j-\ln v_iv_j\big)=0 .$$

The logarithm is increasing, so no term is negative (`hnn`) and each must vanish. The diagonal term, with $W_{ii}>0$, forces $u_i=v_i$.

```lean
/-- For symmetric non-negative pair weights with positive like-pair weights, two solutions of the
quasichemical equations with the same pair weights and the same composition coincide. -/
theorem solution_unique {W : Matrix n n ℝ} {c u v : n → ℝ}
    (hS : ∀ i j, W i j = W j i) (hW : ∀ i j, 0 ≤ W i j) (hd : ∀ i, 0 < W i i)
    (hu : IsSolution W c u) (hv : IsSolution W c v) : u = v := by
  have hz : ∀ i, ∑ j, W i j * (u i * u j - v i * v j) = 0 := by
    intro i
    have h1 := hu.2 i
    have h2 := hv.2 i
    rw [Finset.mul_sum] at h1 h2
    calc ∑ j, W i j * (u i * u j - v i * v j)
        = ∑ j, u i * (W i j * u j) - ∑ j, v i * (W i j * v j) := by
          rw [← Finset.sum_sub_distrib]
          exact Finset.sum_congr rfl fun j _ => by ring
      _ = 0 := by rw [h1, h2, sub_self]
  obtain ⟨l, hl⟩ : ∃ l : n → ℝ, ∀ i, l i = Real.log (u i) - Real.log (v i) :=
    ⟨_, fun _ => rfl⟩
  have h1 : ∑ i, ∑ j, W i j * (u i * u j - v i * v j) * l i = 0 :=
    Finset.sum_eq_zero fun i _ => by rw [← Finset.sum_mul, hz i, zero_mul]
  have h2 : ∑ i, ∑ j, W i j * (u i * u j - v i * v j) * l j = 0 := by
    rw [Finset.sum_comm]
    refine Eq.trans ?_ h1
    refine Finset.sum_congr rfl fun i _ => Finset.sum_congr rfl fun j _ => ?_
    rw [hS j i]
    ring
  have h3 : ∑ i, ∑ j, W i j * (u i * u j - v i * v j) * (l i + l j) = 0 := by
    simp only [mul_add, Finset.sum_add_distrib, h1, h2, add_zero]
  -- every term is non-negative because the logarithm is increasing
  have hnn : ∀ i j, 0 ≤ W i j * (u i * u j - v i * v j) * (l i + l j) := by
    intro i j
    have hp := mul_pos (hu.1 i) (hu.1 j)
    have hq := mul_pos (hv.1 i) (hv.1 j)
    have e : l i + l j = Real.log (u i * u j) - Real.log (v i * v j) := by
      rw [Real.log_mul (hu.1 i).ne' (hu.1 j).ne', Real.log_mul (hv.1 i).ne' (hv.1 j).ne',
        hl i, hl j]
      ring
    rw [e, mul_assoc]
    refine mul_nonneg (hW i j) ?_
    rcases le_total (u i * u j) (v i * v j) with h | h
    · have h' := Real.log_le_log hp h
      linarith [mul_nonneg (sub_nonneg.2 h) (sub_nonneg.2 h')]
    · exact mul_nonneg (sub_nonneg.2 h) (sub_nonneg.2 (Real.log_le_log hq h))
  funext i
  have h4 := (Finset.sum_eq_zero_iff_of_nonneg
    fun i _ => Finset.sum_nonneg fun j _ => hnn i j).1 h3 i (Finset.mem_univ i)
  have h5 := (Finset.sum_eq_zero_iff_of_nonneg fun j _ => hnn i j).1 h4 i (Finset.mem_univ i)
  rcases mul_eq_zero.1 h5 with h | h
  · have h6 := (mul_eq_zero.1 h).resolve_left (hd i).ne'
    exact (sq_eq_sq₀ (hu.1 i).le (hv.1 i).le).1 (by linear_combination h6)
  · exact Real.log_injOn_pos (hu.1 i) (hv.1 i) (by linarith [hl i])
```

The same argument, carried out by hand for two sublattices with pair probabilities $a_iW_{ij}b_j$ and positive factors $a_i$, $b_j$, shows that the row and column sums determine these pair probabilities. The factors themselves can still be rescaled against each other.

Existence and uniqueness combine into the statement `∃! v, IsSolution W c v`. For alloy calculations in this single-sublattice pair approximation, a converged positive solution at given weights and composition does not depend on the starting guess.

```lean
/-- For symmetric non-negative pair weights with positive like-pair weights, and any positive
composition, the multicomponent quasichemical equations have exactly one positive solution. -/
theorem existsUnique_solution {W : Matrix n n ℝ} {c : n → ℝ}
    (hS : ∀ i j, W i j = W j i) (hW : ∀ i j, 0 ≤ W i j) (hd : ∀ i, 0 < W i i)
    (hc : ∀ i, 0 < c i) : ∃! v, IsSolution W c v := by
  obtain ⟨x, hx⟩ := exists_minimizer hW hd hc
  have hv := isSolution_of_minimizer hS hx
  exact ⟨_, hv, fun u hu => solution_unique hS hW hd hu hv⟩
```

## The mass-action form

The approximation is often written as a reaction equilibrium between pairs,

$$P_{ij}^2=K_{ij}P_{ii}P_{jj},\qquad \sum_jP_{ij}=c_i,$$

where $K_{ij}=e^{-(2\varepsilon_{ij}-\varepsilon_{ii}-\varepsilon_{jj})/k_BT}$ is the exchange constant, so that $K_{ii}=1$. The theorem takes any symmetric positive $K$ with unit diagonal.

Setting $W_{ij}=\sqrt{K_{ij}}$ and solving for $v$ gives $P_{ij}=v_i\sqrt{K_{ij}}\,v_j$, which has the required row sums and obeys mass action because $P_{ii}=v_i^2$. Conversely, any positive solution $Q$ satisfies $Q_{ij}=\sqrt{Q_{ii}}\sqrt{K_{ij}}\sqrt{Q_{jj}}$. Its factors $\sqrt{Q_{ii}}$ therefore solve the earlier equations and must equal $v_i$, so $Q=P$.

```lean
/-- Mass-action form: for symmetric positive exchange constants `K` with `K i i = 1` and any
positive composition `c`, exactly one positive pair distribution `P` has composition `c` and obeys
`P i j ^ 2 = K i j * P i i * P j j`. -/
theorem existsUnique_pair_distribution {K : Matrix n n ℝ} {c : n → ℝ}
    (hS : ∀ i j, K i j = K j i) (hK : ∀ i j, 0 < K i j) (h1 : ∀ i, K i i = 1)
    (hc : ∀ i, 0 < c i) :
    ∃! P : Matrix n n ℝ, (∀ i j, 0 < P i j) ∧ (∀ i, ∑ j, P i j = c i) ∧
      ∀ i j, P i j ^ 2 = K i j * P i i * P j j := by
  have hs : ∀ i j, 0 < Real.sqrt (K i j) := fun i j => Real.sqrt_pos.2 (hK i j)
  obtain ⟨v, hv, huniq⟩ := existsUnique_solution (W := fun i j => Real.sqrt (K i j))
    (fun i j => by rw [hS i j]) (fun i j => (hs i j).le) (fun i => hs i i) hc
  refine ⟨fun i j => v i * (Real.sqrt (K i j) * v j), ⟨fun i j => ?_, fun i => ?_,
    fun i j => ?_⟩, ?_⟩
  · exact mul_pos (hv.1 i) (mul_pos (hs i j) (hv.1 j))
  · rw [← Finset.mul_sum]
    exact hv.2 i
  · simp only [h1, Real.sqrt_one]
    linear_combination (v i ^ 2 * v j ^ 2) * Real.sq_sqrt (hK i j).le
  · -- the square roots of the like-pair probabilities solve the equations
    rintro Q ⟨hQ, hrow, hma⟩
    have hQe : ∀ i j, Q i j
        = Real.sqrt (Q i i) * (Real.sqrt (K i j) * Real.sqrt (Q j j)) := by
      intro i j
      refine (sq_eq_sq₀ (hQ i j).le (by positivity)).1 ?_
      rw [mul_pow, mul_pow, Real.sq_sqrt (hQ i i).le, Real.sq_sqrt (hK i j).le,
        Real.sq_sqrt (hQ j j).le, hma i j]
      ring
    have hw : (fun i => Real.sqrt (Q i i)) = v := by
      refine huniq _ ⟨fun i => Real.sqrt_pos.2 (hQ i i), fun i => ?_⟩
      rw [← hrow i, Finset.mul_sum]
      exact Finset.sum_congr rfl fun j _ => (hQe i j).symm
    funext i j
    rw [hQe i j, ← hw]
```

## When like pairs are forbidden

Take two species with $W_{11}=W_{22}=0$ and $W_{12}=W_{21}=1$; Lean numbers them 0 and 1. Both equations now fix the same product, $v_1v_2=c_1$ and $v_1v_2=c_2$.

For $c=(1,2)$, or $(1/3,2/3)$ when normalised, they contradict each other. For $c=(1,1)$, every $(t,1/t)$ with $t>0$ is a solution; the normalised composition $(1/2,1/2)$ has the solutions $(t,1/(2t))$. Without positive like-pair weights, existence and uniqueness can each fail.

```lean
/-- In a binary system with vanishing like-pair weights, the composition `(1, 2)` has no
solution, while the composition `(1, 1)` is solved by `(t, 1/t)` for every positive `t`. -/
theorem forbidden_like_pairs :
    (¬ ∃ v, IsSolution !![0, 1; 1, 0] ![1, 2] v) ∧
      ∀ t : ℝ, 0 < t → IsSolution !![0, 1; 1, 0] ![1, 1] ![t, t⁻¹] := by
  constructor
  · rintro ⟨v, -, hv⟩
    have h0 := hv 0
    have h1 := hv 1
    simp [Fin.sum_univ_two] at h0 h1
    linarith [mul_comm (v 0) (v 1)]
  · intro t ht
    refine ⟨fun i => ?_, fun i => ?_⟩
    · fin_cases i <;> simp [ht]
    · fin_cases i <;> simp [Fin.sum_univ_two, ht.ne']

end

end MulticomponentQuasichemical
```

```lean
#print axioms MulticomponentQuasichemical.existsUnique_solution
#print axioms MulticomponentQuasichemical.existsUnique_pair_distribution
#print axioms MulticomponentQuasichemical.forbidden_like_pairs
```

```
'MulticomponentQuasichemical.existsUnique_solution' depends on axioms: [propext, Classical.choice, Quot.sound]
'MulticomponentQuasichemical.existsUnique_pair_distribution' depends on axioms: [propext, Classical.choice, Quot.sound]
'MulticomponentQuasichemical.forbidden_like_pairs' depends on axioms: [propext, Classical.choice, Quot.sound]
```
